# Strong concavity of the Gaussian-smearing entropy as a function of occupation

Under Gaussian smearing, a single level at reduced energy $x$ has occupation $f(x) = \int_x^\infty e^{-t^2}/\sqrt{\pi}\,dt$ and generalized entropy $S(x) = e^{-x^2}/(2\sqrt{\pi})$. The theorem `entropy_strongly_concave` states that $S(y) \le S(x) + x\,(f(y)-f(x)) - \tfrac{\sqrt{\pi}}{2}(f(y)-f(x))^2$ for all real $x$ and $y$. So the entropy, seen as a function of the occupation, lies below its tangent by at least a fixed multiple of the squared occupation change. The proof takes the right side minus the left as a function `D` of the second reduced energy, and uses the bound `occ_drop_le` on the occupation drop to show that `D` is smallest at $x$, where it is zero.

This version doesn't compile in Lean 4 with Mathlib:

```lean
import Mathlib

open Real

namespace EntropyStronglyConcave

noncomputable section

/-- Occupation of a level at reduced energy `x` under Gaussian smearing: the weight of the
normalised Gaussian above `x`. -/
def occ (x : ℝ) : ℝ := ∫ t in Set.Ioi x, Real.exp (-t ^ 2) / √π

/-- Generalized entropy of a level at reduced energy `x` under Gaussian smearing. -/
def entropy (x : ℝ) : ℝ := Real.exp (-x ^ 2) / (2 * √π)

/-- The occupation changes with reduced energy at a rate equal to minus the Gaussian kernel. -/
theorem hasDerivAt_occ (x : ℝ) : HasDerivAt occ (-(Real.exp (-x ^ 2) / √π)) x := by
  have hi : MeasureTheory.Integrable (fun t : ℝ => Real.exp (-t ^ 2) / √π) := by
    have h := integrable_exp_neg_mul_sq (b := (1 : ℝ)) one_pos
    simp only [neg_mul, one_mul] at h
    exact h.div_const _
  have hc : Continuous (fun t : ℝ => Real.exp (-t ^ 2) / √π) := by fun_prop
  -- trade the tail integral for an integral over a finite interval
  have key : occ = fun y => occ 0 - ∫ t in (0 : ℝ)..y, Real.exp (-t ^ 2) / √π := by
    funext y
    have h1 := intervalIntegral.integral_Iic_sub_Iic
      (hi.integrableOn (s := Set.Iic 0)) (hi.integrableOn (s := Set.Iic y))
    have h2 := intervalIntegral.integral_Iic_add_Ioi
      (hi.integrableOn (s := Set.Iic 0)) (hi.integrableOn (s := Set.Ioi 0))
    have h3 := intervalIntegral.integral_Iic_add_Ioi
      (hi.integrableOn (s := Set.Iic y)) (hi.integrableOn (s := Set.Ioi y))
    unfold occ
    linarith
  rw [key]
  exact ((hc.integral_hasStrictDerivAt 0 x).hasDerivAt).const_sub _

/-- Between reduced energies `x ≤ y` the occupation drops by at most `(y - x) / √π`. -/
theorem occ_drop_le {x y : ℝ} (hxy : x ≤ y) : √π * (occ x - occ y) ≤ y - x := by
  have hd : ∀ z, HasDerivAt (fun z => z + √π * occ z) (1 - Real.exp (-z ^ 2)) z := by
    intro z
    have e : √π * (Real.exp (-z ^ 2) / √π) = Real.exp (-z ^ 2) := by field_simp
    exact ((hasDerivAt_id' z).fun_add ((hasDerivAt_occ z).const_mul (√π))).congr_deriv
      (by linear_combination -e)
  have hm : Monotone (fun z => z + √π * occ z) := by
    apply monotone_of_deriv_nonneg (fun z => (hd z).differentiableAt)
    intro z
    rw [(hd z).deriv]
    have := Real.exp_le_one_iff.mpr (neg_nonpos.mpr (sq_nonneg z))
    linarith
  have h : x + √π * occ x ≤ y + √π * occ y := hm hxy
  linarith

/-- Strong concavity of the Gaussian generalized entropy in the occupation: the entropy lies
below its tangent, of slope `x`, by at least `√π / 2` times the squared occupation change. -/
theorem entropy_strongly_concave (x y : ℝ) :
    entropy y ≤ entropy x + x * (occ y - occ x) - √π / 2 * (occ y - occ x) ^ 2 := by
  have hS : ∀ z, HasDerivAt entropy (-(z * (Real.exp (-z ^ 2) / √π))) z := by
    intro z
    have h2 : HasDerivAt (fun t : ℝ => -t ^ 2) (-(2 * z)) z := by
      simpa using (hasDerivAt_pow 2 z).fun_neg
    exact (h2.exp.div_const (2 * √π)).congr_deriv (by ring)
  -- `D` is the difference of the two sides as a function of the second reduced energy
  obtain ⟨D, hDdef⟩ : ∃ D : ℝ → ℝ, D = fun z => entropy x + x * (occ z - occ x)
      - √π / 2 * ((occ z - occ x) * (occ z - occ x)) - entropy z := ⟨_, rfl⟩
  have hD : ∀ z, HasDerivAt D
      (Real.exp (-z ^ 2) / √π * ((z - x) + √π * (occ z - occ x))) z := by
    intro z
    rw [hDdef]
    have hf := (hasDerivAt_occ z).sub_const (occ x)
    exact ((((hf.const_mul x).const_add (entropy x)).fun_sub
      ((hf.fun_mul hf).const_mul (√π / 2))).fun_sub (hS z)).congr_deriv (by ring)
  have hdiff : Differentiable ℝ D := fun z => (hD z).differentiableAt
  -- `D` vanishes at `x`, grows to the right of it and decreases to the left
  have h : D x ≤ D y := by
    rcases le_total x y with hxy | hxy
    · have hm : MonotoneOn D (Set.Ici x) := by
        apply monotoneOn_of_deriv_nonneg (convex_Ici x) hdiff.continuous.continuousOn
          hdiff.differentiableOn
        intro z hz
        have hz' : x ≤ z := interior_subset hz
        have := occ_drop_le hz'
        rw [(hD z).deriv]
        exact mul_nonneg (by positivity) (by linarith)
      exact hm (show x ∈ Set.Ici x from le_refl x) (show y ∈ Set.Ici x from hxy) hxy
    · have hm : AntitoneOn D (Set.Iic x) := by
        apply antitoneOn_of_deriv_nonpos (convex_Iic x) hdiff.continuous.continuousOn
          hdiff.differentiableOn
        intro z hz
        have hz' : z ≤ x := interior_subset hz
        have := occ_drop_le hz'
        rw [(hD z).deriv]
        exact mul_nonpos_iff.mpr (Or.inl ⟨by positivity, by linarith⟩)
      exact hm (show y ∈ Set.Iic x from hxy) (show x ∈ Set.Iic x from le_refl x) hxy
  simp only [hDdef] at h
  linarith

end

end EntropyStronglyConcave
```

The error:

```
Main.lean:89:44: error: Application type mismatch: The argument
  hz
has type
  z ∈ interior (Set.Iic x)
but is expected to have type
  x ∈ interior (Real.le✝ z)
in the application
  interior_subset hz
```

The error is in the case `y ≤ x`, where `z ≤ x` is to be read off from `hz : z ∈ interior (Set.Iic x)`. The lemma `interior_subset` concludes a membership `a ∈ s`, with `a` and `s` left for Lean to find. Lean matched this against the stated goal `z ≤ x` by unfolding both, and read the inequality as the predicate `Real.le z` applied to `x`. That made `x` the element and `Real.le z` the set, so `hz`, which is about `z`, did not fit.

With `Set.mem_Iic.mp` in front, `interior_subset hz` has to prove `z ∈ Set.Iic x`, which fixes the element and the set correctly, and the inequality follows.

The matching line for `Set.Ici x` gave no error: in `x ≤ z` the variable `z` comes last, so the same reading picks the right element and set. Its change to `Set.mem_Ici.mp` is mere tidying, as is the reworded comment.

As a diff, the version that Lean accepts:

```diff
@@ -71,5 +71,5 @@
       ((hf.fun_mul hf).const_mul (√π / 2))).fun_sub (hS z)).congr_deriv (by ring)
   have hdiff : Differentiable ℝ D := fun z => (hD z).differentiableAt
-  -- `D` vanishes at `x`, grows to the right of it and decreases to the left
+  -- `D` has its minimum at `x`: it is non-increasing on `z ≤ x` and non-decreasing on `z ≥ x`
   have h : D x ≤ D y := by
     rcases le_total x y with hxy | hxy
@@ -78,5 +78,5 @@
           hdiff.differentiableOn
         intro z hz
-        have hz' : x ≤ z := interior_subset hz
+        have hz' : x ≤ z := Set.mem_Ici.mp (interior_subset hz)
         have := occ_drop_le hz'
         rw [(hD z).deriv]
@@ -87,5 +87,5 @@
           hdiff.differentiableOn
         intro z hz
-        have hz' : z ≤ x := interior_subset hz
+        have hz' : z ≤ x := Set.mem_Iic.mp (interior_subset hz)
         have := occ_drop_le hz'
         rw [(hD z).deriv]
```
